# Finite-range force constants summed over supercell images give the exact dynamical matrix at commensurate wave vectors

## Lattice, force constants and phases

The lattice is an additive abelian group G, and the supercell translations form a subgroup L. The type `n` indexes the displacement components in a primitive cell.

In Lean 4 with Mathlib:

```lean
import Mathlib

open Finset

namespace SupercellForceConstants

noncomputable section

variable {G : Type*} [AddCommGroup G] {n : Type*}
```

The force constants Φ(R) are complex matrices, nonzero for only finitely many R ∈ G; this is the type `G →₀ Matrix n n ℂ`. Finite range excludes the long-range dipole forces of polar crystals. Neither symmetry of Φ nor the acoustic sum rule is assumed.

A Bloch phase is a character χ, with χ(R + R') = χ(R) χ(R'). The type `AddChar G ℂ` does not require |χ(R)| = 1, so complex wave vectors are included. Phases depend on lattice vectors, not on atomic positions within the cell. The dynamical matrix is

D(χ) = Σ_R χ(R) Φ(R).

```lean
/-- The dynamical matrix at the Bloch character `χ`: the phase-weighted sum of the force
constants `Φ R` over all lattice vectors, with any mass weighting absorbed in `Φ`. -/
def dynMatrix (χ : AddChar G ℂ) (Φ : G →₀ Matrix n n ℂ) : Matrix n n ℂ :=
  Φ.sum fun R A => χ R • A
```

In a periodic supercell, displacing an atom also displaces all its images. The forces therefore reveal only the image sums

Φ_L(R) = Σ_{R' : R' − R ∈ L} Φ(R').

```lean
open scoped Classical in
/-- The supercell force constant at `R`: the sum of `Φ R'` over all periodic images `R'` of `R`,
that is, all `R'` that differ from `R` by a supercell translation in `L`. -/
def imageSum (L : AddSubgroup G) (Φ : G →₀ Matrix n n ℂ) (R : G) : Matrix n n ℂ :=
  Φ.sum fun R' A => if R' - R ∈ L then A else 0
```

The test case is an isotropic spring of unit stiffness from each site to its neighbours at ±a. It contributes 2·1 at the origin and −1 times the identity at each of a and −a; contributions add where these sites coincide.

```lean
/-- Force constants of a spring of unit stiffness from each site to its neighbours at `a` and `-a`:
a contribution of twice the identity at the origin and of minus the identity at each of `a` and
`-a`, added together where these sites coincide. -/
def spring (n : Type*) [DecidableEq n] (a : G) : G →₀ Matrix n n ℂ :=
  Finsupp.single 0 ((2 : ℂ) • 1) - Finsupp.single a 1 - Finsupp.single (-a) 1
```

On a chain with unit spacing, wave number q gives χ(R) = exp(iqR).

```lean
/-- The Bloch phase `exp (i q R)` of wave number `q` on a chain with unit spacing. -/
def bloch (q : ℝ) : AddChar ℤ ℂ where
  toFun R := Complex.exp (Complex.I * (q : ℂ) * (R : ℂ))
  map_zero_eq_one' := by simp
  map_add_eq_mul' a b := by
    rw [← Complex.exp_add]
    congr 1
    push_cast
    ring
```

## Folding at commensurate wave vectors

A character is commensurate with the supercell when χ(l) = 1 for every l ∈ L. Then R − R' ∈ L implies

χ(R) = χ(R − R') χ(R') = χ(R').

```lean
/-- A Bloch phase that is trivial on the supercell translations is the same at all periodic
images of a lattice vector. -/
theorem phase_eq_of_image {L : AddSubgroup G} {χ : AddChar G ℂ} (hχ : ∀ l ∈ L, χ l = 1)
    {R R' : G} (h : R - R' ∈ L) : χ R = χ R' := by
  calc χ R = χ ((R - R') + R') := by rw [sub_add_cancel]
    _ = χ R' := by rw [AddChar.map_add_eq_mul, hχ _ h, one_mul]
```

The image sums are periodic too: for l ∈ L, R' − (R + l) lies in L exactly when R' − R does.

```lean
/-- The supercell force constants are periodic under supercell translations. -/
theorem imageSum_periodic (L : AddSubgroup G) (Φ : G →₀ Matrix n n ℂ) (R : G) {l : G}
    (hl : l ∈ L) : imageSum L Φ (R + l) = imageSum L Φ R := by
  unfold imageSum Finsupp.sum
  refine Finset.sum_congr rfl fun R' _ => ?_
  have h : R' - (R + l) ∈ L ↔ R' - R ∈ L := by
    have e : R' - (R + l) = (R' - R) + -l := by abel
    rw [e]
    exact add_mem_cancel_right (neg_mem hl)
  by_cases h' : R' - R ∈ L
  · exact (if_pos (h.2 h')).trans (if_pos h').symm
  · exact (if_neg (mt h.1 h')).trans (if_neg h').symm
```

Now let L have finite index, expressed by `Fintype (G ⧸ L)`, and let s(q) be any representative of the coset q; in this sum q labels cosets, not wave numbers. Exchanging the finite sums gives

Σ_q χ(s(q)) Φ_L(s(q)) = Σ_R Σ_{q : R − s(q) ∈ L} χ(s(q)) Φ(R) = Σ_R χ(R) Φ(R) = D(χ).

Each R belongs to one coset, and its phase equals that of the representative. In the proof, `Finset.sum_comm` makes the exchange and `Finset.sum_eq_single` selects the coset. For finite-range harmonic forces, a supercell phonon calculation thus has no folding error at commensurate wave vectors.

```lean
/-- At a Bloch character trivial on the supercell translations, the phase-weighted sum of the
supercell force constants, with one representative `s q` per coset, is the dynamical matrix of the
force constants `Φ` themselves. -/
theorem sum_imageSum_eq_dynMatrix (L : AddSubgroup G) [Fintype (G ⧸ L)]
    (Φ : G →₀ Matrix n n ℂ) (χ : AddChar G ℂ) (hχ : ∀ l ∈ L, χ l = 1)
    (s : G ⧸ L → G) (hs : ∀ q, (s q : G ⧸ L) = q) :
    ∑ q, χ (s q) • imageSum L Φ (s q) = dynMatrix χ Φ := by
  simp only [imageSum, dynMatrix, Finsupp.sum, Finset.smul_sum]
  rw [Finset.sum_comm]
  refine Finset.sum_congr rfl fun R _ => ?_
  -- each lattice vector contributes to its own coset only
  rw [Finset.sum_eq_single (R : G ⧸ L)]
  · have h : R - s (R : G ⧸ L) ∈ L := by
      have h' := QuotientAddGroup.eq.1 (hs (R : G ⧸ L))
      rwa [neg_add_eq_sub] at h'
    rw [if_pos h, phase_eq_of_image hχ h]
  · intro q _ hq
    rw [if_neg, smul_zero]
    intro h
    have h' : (s q : G ⧸ L) = (R : G ⧸ L) :=
      QuotientAddGroup.eq.2 (by rwa [neg_add_eq_sub])
    exact hq ((hs q).symm.trans h')
  · intro h
    exact absurd (Finset.mem_univ _) h
```

The same exchange gives a neighbouring identity for twisted boundary conditions, stated here without a formal proof: if each image R' in Φ_L(R) is weighted by χ(R' − R), the folded sum is D(χ) for every χ.

## A spring the supercell cannot see

If a ∈ L, the sites 0, a and −a are images of one another. The image sum is (2 − 1 − 1)·1 = 0 for R ∈ L, and it is empty of contributions otherwise. The proof splits the spring into its three single-site terms and treats these two cases.

```lean
/-- A spring that joins each site to its own periodic images is invisible in the supercell: all
its image sums vanish. -/
theorem imageSum_spring [DecidableEq n] (L : AddSubgroup G) {a : G} (ha : a ∈ L) (R : G) :
    imageSum L (spring n a) R = 0 := by
  classical
  have hsub : ∀ Φ Ψ : G →₀ Matrix n n ℂ,
      imageSum L (Φ - Ψ) R = imageSum L Φ R - imageSum L Ψ R := by
    intro Φ Ψ
    unfold imageSum
    exact Finsupp.sum_sub_index fun R' A B => by by_cases h : R' - R ∈ L <;> simp [h]
  have hsingle : ∀ (b : G) (A : Matrix n n ℂ),
      imageSum L (Finsupp.single b A) R = if b - R ∈ L then A else 0 := by
    intro b A
    unfold imageSum
    exact Finsupp.sum_single_index (by simp)
  -- the three sites 0, a, -a lie in the same coset
  have hmem : ∀ b ∈ L, (b - R ∈ L ↔ R ∈ L) := by
    intro b hb
    rw [sub_eq_add_neg, add_mem_cancel_left hb]
    exact neg_mem_iff
  rw [spring, hsub, hsub, hsingle, hsingle, hsingle]
  simp only [hmem 0 L.zero_mem, hmem a ha, hmem (-a) (neg_mem ha)]
  by_cases hR : R ∈ L
  · simp only [if_pos hR]
    module
  · simp only [if_neg hR, sub_zero]
```

The same splitting gives its dynamical matrix:

D(χ) = (2 − χ(a) − χ(−a))·1.

```lean
/-- The dynamical matrix of the spring is `2 - χ(a) - χ(-a)` times the identity. -/
theorem dynMatrix_spring [DecidableEq n] (χ : AddChar G ℂ) (a : G) :
    dynMatrix χ (spring n a) = (2 - χ a - χ (-a)) • (1 : Matrix n n ℂ) := by
  have hsub : ∀ Φ Ψ : G →₀ Matrix n n ℂ,
      dynMatrix χ (Φ - Ψ) = dynMatrix χ Φ - dynMatrix χ Ψ := by
    intro Φ Ψ
    unfold dynMatrix
    exact Finsupp.sum_sub_index fun R A B => smul_sub (χ R) A B
  have hsingle : ∀ (b : G) (A : Matrix n n ℂ),
      dynMatrix χ (Finsupp.single b A) = χ b • A := by
    intro b A
    unfold dynMatrix
    exact Finsupp.sum_single_index (smul_zero _)
  rw [spring, hsub, hsub, hsingle, hsingle, hsingle, AddChar.map_zero_eq_one]
  module
```

Suppose the image sums determine D(χ) for every Φ. For l ∈ L, the spring with a = l has the same image sums as a crystal without forces, so its D(χ) must vanish. Since χ(l) χ(−l) = 1, multiplying 2 − χ(l) − χ(−l) = 0 by −χ(l) gives

(χ(l) − 1)² = 0,

hence χ(l) = 1. `Nonempty n` supplies the diagonal entry from which this equation is read. The other direction is the folding identity applied to both crystals.

```lean
/-- The supercell force constants determine the dynamical matrix at `χ`, whatever the crystal,
if and only if `χ` is trivial on the supercell translations. -/
theorem determined_iff_commensurate [DecidableEq n] [Nonempty n] (L : AddSubgroup G)
    [Fintype (G ⧸ L)] (χ : AddChar G ℂ) :
    (∀ Φ Ψ : G →₀ Matrix n n ℂ, (∀ R, imageSum L Φ R = imageSum L Ψ R) →
      dynMatrix χ Φ = dynMatrix χ Ψ) ↔ ∀ l ∈ L, χ l = 1 := by
  constructor
  · intro h l hl
    -- compare the invisible spring with the crystal without forces
    have h0 := h (spring n l) 0 fun R => by
      rw [imageSum_spring L hl R]
      simp [imageSum]
    have hz : dynMatrix χ (0 : G →₀ Matrix n n ℂ) = 0 := by simp [dynMatrix]
    rw [dynMatrix_spring, hz] at h0
    obtain ⟨i⟩ := ‹Nonempty n›
    have h1 := congrFun (congrFun h0 i) i
    simp only [Matrix.smul_apply, Matrix.one_apply_eq, Matrix.zero_apply, smul_eq_mul,
      mul_one] at h1
    have h2 : χ l * χ (-l) = 1 := by
      rw [← AddChar.map_add_eq_mul, add_neg_cancel, AddChar.map_zero_eq_one]
    have h3 : (χ l - 1) ^ 2 = 0 := by linear_combination (-χ l) * h1 - h2
    exact sub_eq_zero.1 (pow_eq_zero_iff two_ne_zero |>.1 h3)
  · intro hχ Φ Ψ h
    have hs : ∀ q : G ⧸ L, ((Quotient.out q : G) : G ⧸ L) = q :=
      fun q => QuotientAddGroup.out_eq' q
    rw [← sum_imageSum_eq_dynMatrix L Φ χ hχ _ hs, ← sum_imageSum_eq_dynMatrix L Ψ χ hχ _ hs]
    simp only [h]
```

Without commensurability, folding already fails for G = ℤ, L = 2ℤ and one displacement component. Take Φ(0) = 2 and Φ(±2) = −1. All image sums vanish, but at q = π/2 the phases at ±2 are exp(±iπ) = −1, so

D = 2 + 1 + 1 = 4.

```lean
/-- On the chain with a supercell of two sites, the second-neighbour spring has zero image sums
everywhere, yet its dynamical matrix at wave number `π/2` is 4. -/
theorem chain_off_grid :
    (∀ R, imageSum (AddSubgroup.zmultiples (2 : ℤ)) (spring (Fin 1) 2) R = 0) ∧
      dynMatrix (bloch (Real.pi / 2)) (spring (Fin 1) 2) = (4 : ℂ) • 1 := by
  refine ⟨imageSum_spring _ (AddSubgroup.mem_zmultiples 2), ?_⟩
  have h1 : bloch (Real.pi / 2) 2 = -1 := by
    change Complex.exp (Complex.I * ((Real.pi / 2 : ℝ) : ℂ) * ((2 : ℤ) : ℂ)) = -1
    rw [← Complex.exp_pi_mul_I]
    congr 1
    push_cast
    ring
  have h2 : bloch (Real.pi / 2) (-2) = -1 := by
    have h := AddChar.map_add_eq_mul (bloch (Real.pi / 2)) 2 (-2)
    rw [add_neg_cancel, AddChar.map_zero_eq_one, h1] at h
    linear_combination h
  rw [dynMatrix_spring, h1, h2]
  module
```

## Short-range forces at every wave vector

The equivalence concerns all crystals at once. For a particular Φ, suppose no two distinct vectors in its support are images of each other. Then Φ_L(R) = Φ(R) on the support, and

Σ_{R ∈ supp Φ} χ(R) Φ_L(R) = D(χ)

for every χ, commensurate or not. On a chain with forces up to distance r, a supercell of more than 2r sites is enough. The theorem takes the support as known and does not need L to have finite index; its proof again keeps a single term, now in each image sum.

```lean
/-- If no two lattice vectors in the range of the forces are periodic images of each other, the
supercell force constants on that range give the dynamical matrix at every Bloch character. -/
theorem dynMatrix_of_short_range (L : AddSubgroup G) (Φ : G →₀ Matrix n n ℂ)
    (hΦ : ∀ R ∈ Φ.support, ∀ R' ∈ Φ.support, R' - R ∈ L → R' = R) (χ : AddChar G ℂ) :
    ∑ R ∈ Φ.support, χ R • imageSum L Φ R = dynMatrix χ Φ := by
  unfold dynMatrix Finsupp.sum
  refine Finset.sum_congr rfl fun R hR => ?_
  congr 1
  unfold imageSum Finsupp.sum
  -- the only image of R within range is R itself
  rw [Finset.sum_eq_single R]
  · exact if_pos (by rw [sub_self]; exact L.zero_mem)
  · intro R' hR' hne
    exact if_neg fun h => hne (hΦ R hR R' hR' h)
  · intro h
    exact absurd hR h

end

end SupercellForceConstants
```

```lean
#print axioms SupercellForceConstants.imageSum_periodic
#print axioms SupercellForceConstants.determined_iff_commensurate
#print axioms SupercellForceConstants.chain_off_grid
#print axioms SupercellForceConstants.dynMatrix_of_short_range
```

```
'SupercellForceConstants.imageSum_periodic' depends on axioms: [propext, Classical.choice, Quot.sound]
'SupercellForceConstants.determined_iff_commensurate' depends on axioms: [propext, Classical.choice, Quot.sound]
'SupercellForceConstants.chain_off_grid' depends on axioms: [propext, Classical.choice, Quot.sound]
'SupercellForceConstants.dynMatrix_of_short_range' depends on axioms: [propext, Classical.choice, Quot.sound]
```
